# The fraction of collision-free key assignments to m particles is at least 1 − m(m − 1)/(2F)

Each of `m` particles receives one of `F` key values, and an assignment is collision-free when all the keys are different. The theorem `successProb_lower` states that, among all `F ^ m` assignments, the collision-free fraction is at least 1 − m(m − 1)/(2F), for any finite `m` and any `F ≥ 1`. This is a counting statement, with no quantum state or dynamics in it. The attempt goes by induction on `m`: a further particle multiplies the fraction by 1 − m/F, and since the fraction is at most 1, it drops by at most m/F.

An attempt in Lean 4 with a fault in it:

```lean
import Mathlib

open Finset

namespace SuccessProbLower

noncomputable section

open scoped Classical in
/-- The collision-free key maps: `m` particles receive pairwise different keys
out of `F` values. -/
def collisionFree (m F : ℕ) : Finset (Fin m → Fin F) :=
  univ.filter (fun k => Function.Injective k)

/-- The fraction of the `F ^ m` key maps that are collision-free, for `F ≥ 1`. -/
def successProb (m F : ℕ) : ℝ := ((collisionFree m F).card : ℝ) / (F : ℝ) ^ m

/-- The number of collision-free key maps is the falling factorial
`F (F - 1) ⋯ (F - m + 1)`. -/
theorem card_collisionFree (m F : ℕ) :
    (collisionFree m F).card = F.descFactorial m := by
  unfold collisionFree
  rw [← Fintype.card_subtype,
    Fintype.card_congr (Equiv.subtypeInjectiveEquivEmbedding _ _),
    Fintype.card_embedding_eq]
  simp

/-- With `F ≥ 1` key values, adding a particle to `m` others multiplies the
collision-free fraction by `1 - m / F`. -/
theorem successProb_succ {F : ℕ} (hF : 1 ≤ F) (m : ℕ) :
    successProb (m + 1) F = successProb m F * (1 - (m : ℝ) / F) := by
  have hF0 : (F : ℝ) ≠ 0 := by
    have : F ≠ 0 := by omega
    exact_mod_cast this
  unfold successProb
  simp only [card_collisionFree]
  rcases le_or_gt m F with h | h
  · have h1 : 1 - (m : ℝ) / F = ((F : ℝ) - m) / F := by rw [sub_div, div_self hF0]
    rw [h1, div_mul_div_comm, Nat.descFactorial_succ, pow_succ, Nat.cast_mul,
      Nat.cast_sub h, mul_comm ((F : ℝ) - m)]
  · -- more particles than keys: both sides vanish
    rw [Nat.descFactorial_of_lt h, Nat.descFactorial_of_lt (Nat.lt_succ_of_lt h)]
    simp

/-- With `F ≥ 1` key values, the fraction of key maps that are collision-free is at least
`1 - m (m - 1) / (2 F)`. -/
theorem successProb_lower {F : ℕ} (hF : 1 ≤ F) (m : ℕ) :
    1 - (m : ℝ) * (m - 1) / (2 * F) ≤ successProb m F := by
  induction m with
  | zero => simp [successProb, card_collisionFree]
  | succ m ih =>
    have hp : successProb m F ≤ 1 := by
      unfold successProb
      rw [card_collisionFree]
      exact div_le_one_of_le₀ (by exact_mod_cast Nat.descFactorial_le_pow F m)
        (by positivity)
    -- the new particle collides with probability at most m / F
    have hx : successProb m F * ((m : ℝ) / F) ≤ (m : ℝ) / F :=
      mul_le_of_le_one_left (by positivity) hp
    have hs : ((m + 1 : ℕ) : ℝ) * (((m + 1 : ℕ) : ℝ) - 1) / (2 * F)
        = (m : ℝ) * (m - 1) / (2 * F) + (m : ℝ) / F := by
      push_cast
      ring
    rw [successProb_succ hF, hs, mul_sub, mul_one]
    linarith

end

end SuccessProbLower
```

The error:

```
Main.lean:65:4: error: linarith failed to find a contradiction
case succ
F : ℕ
hF : 1 ≤ F
m : ℕ
ih : 1 - ↑m * (↑m - 1) / (2 * ↑F) ≤ successProb m F
hp : successProb m F ≤ 1
hx : successProb m F * (↑m / ↑F) ≤ ↑m / ↑F
hs : ↑(m + 1) * (↑(m + 1) - 1) / (2 * ↑F) = ↑m * (↑m - 1) / (2 * ↑F) + ↑m / ↑F
a✝ : successProb m F * (1 - ↑m / ↑F) < 1 - ((↑m * ↑m - ↑m) / (2 * ↑F) + ↑m / ↑F)
⊢ False
failed
```

Fix (accepted with no message):

```diff
@@ -55,5 +55,5 @@
       exact div_le_one_of_le₀ (by exact_mod_cast Nat.descFactorial_le_pow F m)
         (by positivity)
-    -- the new particle collides with probability at most m / F
+    -- adding the new particle lowers the collision-free fraction by at most m / F
     have hx : successProb m F * ((m : ℝ) / F) ≤ (m : ℝ) / F :=
       mul_le_of_le_one_left (by positivity) hp
@@ -62,5 +62,7 @@
       push_cast
       ring
-    rw [successProb_succ hF, hs, mul_sub, mul_one]
+    have he : successProb m F * (1 - (m : ℝ) / F)
+        = successProb m F - successProb m F * ((m : ℝ) / F) := by ring
+    rw [successProb_succ hF, hs, he]
     linarith
 
```

What went wrong. The error is reported at the closing `linarith`, but the trouble starts in the `rw` before it. `mul_sub` was meant to expand the product `successProb m F * (1 - ↑m / ↑F)` on the right of the goal. Its pattern also fits `↑m * (↑m - 1)` on the left, and `rw` took that match first. After `mul_one`, the numerator had become `↑m * ↑m - ↑m`, while the intended product was unchanged, as the negated goal `a✝` in the message shows.

The induction hypothesis `ih` still has the numerator `↑m * (↑m - 1)`. The two fractions are equal, but `linarith` does not normalise inside a division by the variable expression `2 * ↑F`, so it treats them as unrelated quantities and cannot use `ih` to bound the goal.

The repair states the intended expansion as an equation `he`, proved by `ring`, and rewrites with that. `he` names the whole product, so it changes only the right side. The fraction on the left now matches `ih`, and `linarith` closes the goal from `ih` and `hx`. The reworded comment describes `hx` more accurately and has no effect on compilation.
